# Energy levels of a finite tree with at most d ≥ 2 bonds per site lie strictly inside ±2√(d−1)

## A cluster cut from the Bethe lattice

An electron hops between neighbouring sites of a Bethe lattice, the infinite tree in which every site has $d$ neighbours. With hopping amplitude as the energy unit and equal site energies set to zero, its band runs from $-2\sqrt{d-1}$ to $2\sqrt{d-1}$. Direct numerical diagonalisation handles only a finite cluster, most of whose sites may lie on the surface. Can such a cluster have a level at or beyond the band edge?

It cannot, and its radius and $d$ together give an explicit lower bound on the distance from the edge. This constrains the one-electron spectrum of tree-shaped tight-binding models with one orbital per site, equal site energies, equal hoppings and no interactions.

## The bound and its Lean reading

Let $A$ be the adjacency matrix of a finite tree: $A_{vw}=1$ if sites $v,w$ are bonded and $0$ otherwise. Suppose that every site has at most $d\ge2$ neighbours and lies within $R$ bonds of a chosen site $r$. Then every real trial vector $x$ satisfies
$$|x\cdot Ax|\le 2\sqrt{d-1}\,\cos\frac{\pi}{2(R+1)}\;x\cdot x .$$
This is `tree_rayleigh_bound`. For $x\neq0$, division by $x\cdot x$ gives the Rayleigh quotient, so $x$ need not be normalised.

The cluster is a `SimpleGraph` on a finite type `V`, and `G.IsTree` says that it is connected and has no cycles. The matrix is `G.adjMatrix ℝ`, the number of neighbours is `G.degree v`, and `G.dist v r` counts bonds. The letter $d$ is an upper bound on the coordination number, which is often written $z$.

The theorem `tree_band_edge` takes a real vector $x\ne0$ with $Ax=Ex$ and concludes $|E|<2\sqrt{d-1}$, with no radius in its hypotheses. Both theorems concern finite trees; that $2\sqrt{d-1}$ is the band edge of the infinite lattice is taken from the theory of that lattice.

The absence of cycles matters: a three-site ring is connected, has $d=2$, and has a level at exactly $E=2$.

## A positive vector bounds every trial vector

Let $\varphi$ be positive on every site, with $(A\varphi)_v\le\Lambda\varphi_v$ for some number $\Lambda$. For any two sites,
$$\frac{\varphi_w}{\varphi_v}x_v^2+\frac{\varphi_v}{\varphi_w}x_w^2-2|x_v||x_w|=\frac{(\varphi_w|x_v|-\varphi_v|x_w|)^2}{\varphi_v\varphi_w}\ge0 .$$
Multiply by $A_{vw}/2$ and sum over $v,w$. By the symmetry of $A$ the two square terms contribute equally, so
$$|x\cdot Ax|\le\sum_v\frac{x_v^2}{\varphi_v}(A\varphi)_v\le\Lambda\,x\cdot x .$$

## Layers of the tree

Call the distance from $v$ to $r$ its depth. Let $w$ be a neighbour of $v$ that is no deeper than $v$. A shortest path from $w$ to $r$ avoids $v$, since otherwise $v$ would be strictly closer to $r$ than $w$. Putting $v$ in front gives a self-avoiding path from $v$ to $r$.

A tree has only one such path, so it is the shortest one. Hence $v$ is exactly one layer deeper than $w$, and $w$ is fixed as the second site of the path. For $v\neq r$ such a neighbour exists, namely the second site of a shortest path from $v$ to $r$. Every site except $r$ therefore has exactly one inward neighbour, and all its other neighbours lie one layer further out.

## A cosine that vanishes just outside the cluster

Put $s=\sqrt{d-1}$, $\theta=\pi/(2(R+1))$ and $f_k=\cos(k\theta)/s^k$. The sum formula for cosines gives
$$f_j+s^2f_{j+2}=\frac{\cos j\theta+\cos (j+2)\theta}{s^j}=\frac{2\cos\theta\cos (j+1)\theta}{s^j}=2s\cos\theta\,f_{j+1}.$$
Take $\varphi_v=f_k$ at depth $k$. It is positive for $k\le R$, and $f_{R+1}=0$.

A site at depth $j+1$ has one inward neighbour and at most $d-1=s^2$ outward ones. Since $f_{j+2}\ge0$, its neighbours' amplitudes sum to at most $2s\cos\theta\,f_{j+1}$. The site $r$ has at most $s^2+1\le2s^2$ neighbours, each with amplitude $\cos\theta/s$, so the sum there is at most $2s\cos\theta=2s\cos\theta\,f_0$.

Thus $\Lambda=2s\cos\theta$ is allowed, which proves the Rayleigh bound. For an eigenvector, $x\cdot Ax=E\,x\cdot x$, so $|E|\le2s\cos\theta<2s$, because $0<\theta\le\pi/2$.

## Four sites by hand

Take a centre with three neighbours, so $d=3$, $R=1$ and $\theta=\pi/4$. The bound is $2\sqrt2\cos(\pi/4)=2$, while the band edge is $2\sqrt2\approx2.83$. The comparison amplitudes are $1$ at the centre and $1/2$ outside. The neighbour sums are $3/2\le2\cdot1$ at the centre and $1\le2\cdot\tfrac12$ at an outer site.

The normalised vector $(\sqrt3,1,1,1)/\sqrt6$ is an eigenvector with $E=\sqrt3\approx1.73$, below the bound. For the three-site chain, with $d=2$ and $R=1$, the bound is attained: $(1,\sqrt2,1)/2$ has $E=\sqrt2$.

## Rescaling a Hamiltonian for a Chebyshev expansion

A Chebyshev expansion of the density of states needs a Hamiltonian whose spectrum lies in $[-1,1]$. For a tree cluster with $H=\varepsilon-tA$, where $\varepsilon$ is the site energy and $t>0$ the hopping strength, the matrix $(H-\varepsilon)/(2t\sqrt{d-1})$ qualifies at every cluster size. For $d=3$ the divisor is about $2.83\,t$, and no extreme eigenvalue has to be computed first.

## The complete Lean file

```lean
import Mathlib

open Matrix

namespace TreeBandEdge

/-- For a symmetric matrix with non-negative entries, a strictly positive vector `φ` with
`A φ ≤ Λ φ` at every site bounds the Rayleigh quotient of every non-zero real trial vector by `Λ` in
absolute value. -/
theorem rayleigh_le_of_comparison {V : Type*} [Fintype V] {A : Matrix V V ℝ}
    (hsymm : ∀ v w, A v w = A w v) (hA : ∀ v w, 0 ≤ A v w) {φ : V → ℝ}
    (hφ : ∀ v, 0 < φ v) {Λ : ℝ} (h : ∀ v, (A *ᵥ φ) v ≤ Λ * φ v) (x : V → ℝ) :
    |x ⬝ᵥ A *ᵥ x| ≤ Λ * (x ⬝ᵥ x) := by
  have e : x ⬝ᵥ A *ᵥ x = ∑ v, ∑ w, A v w * (x v * x w) := by
    simp only [dotProduct, Matrix.mulVec, Finset.mul_sum]
    exact Finset.sum_congr rfl fun v _ => Finset.sum_congr rfl fun w _ => by ring
  let T : V → V → ℝ := fun v w => A v w * (φ w / φ v * x v ^ 2)
  -- each bond is split between its two ends with weights taken from φ
  have bond : ∀ v w, |A v w * (x v * x w)| ≤ (T v w + T w v) / 2 := by
    intro v w
    have hv := hφ v
    have hw := hφ w
    have sq : φ w / φ v * x v ^ 2 + φ v / φ w * x w ^ 2 - 2 * (|x v| * |x w|)
        = (φ w * |x v| - φ v * |x w|) ^ 2 / (φ v * φ w) := by
      rw [← sq_abs (x v), ← sq_abs (x w)]
      field_simp
      ring
    have pos : 0 ≤ (φ w * |x v| - φ v * |x w|) ^ 2 / (φ v * φ w) := by positivity
    have key : |x v| * |x w| ≤ (φ w / φ v * x v ^ 2 + φ v / φ w * x w ^ 2) / 2 := by
      linarith
    have := mul_le_mul_of_nonneg_left key (hA v w)
    rw [abs_mul, abs_mul, abs_of_nonneg (hA v w)]
    simp only [T]
    rw [hsymm w v]
    linarith
  have total : ∑ v, ∑ w, T v w ≤ Λ * (x ⬝ᵥ x) := by
    rw [dotProduct, Finset.mul_sum]
    refine Finset.sum_le_sum fun v _ => ?_
    have hv := hφ v
    have e1 : ∑ w, T v w = (A *ᵥ φ) v * (x v ^ 2 / φ v) := by
      simp only [T, Matrix.mulVec, dotProduct, Finset.sum_mul]
      exact Finset.sum_congr rfl fun w _ => by ring
    have e2 : φ v * (x v ^ 2 / φ v) = x v ^ 2 := mul_div_cancel₀ _ hv.ne'
    have := mul_le_mul_of_nonneg_right (h v) (show 0 ≤ x v ^ 2 / φ v by positivity)
    rw [e1]
    calc _ ≤ Λ * φ v * (x v ^ 2 / φ v) := this
      _ = Λ * (x v * x v) := by rw [mul_assoc, e2]; ring
  have swap : ∑ v, ∑ w, T w v = ∑ v, ∑ w, T v w := Finset.sum_comm
  calc |x ⬝ᵥ A *ᵥ x| ≤ ∑ v, ∑ w, |A v w * (x v * x w)| := by
        rw [e]
        exact (Finset.abs_sum_le_sum_abs _ _).trans
          (Finset.sum_le_sum fun v _ => Finset.abs_sum_le_sum_abs _ _)
    _ ≤ ∑ v, ∑ w, (T v w + T w v) / 2 :=
        Finset.sum_le_sum fun v _ => Finset.sum_le_sum fun w _ => bond v w
    _ = ∑ v, ∑ w, T v w := by
        simp only [← Finset.sum_div, Finset.sum_add_distrib]
        rw [swap]
        ring
    _ ≤ _ := total

/-- In a tree, a bond from `v` to a site `w` that is no farther from `r` begins a
self-avoiding path from `v` to `r`. -/
theorem path_through_closer {V : Type*} {G : SimpleGraph V} (hG : G.IsTree) (r : V)
    {v w : V} (h : G.Adj v w) (hle : G.dist w r ≤ G.dist v r) :
    ∃ p : G.Walk w r, (SimpleGraph.Walk.cons h p).IsPath ∧ p.length = G.dist w r := by
  classical
  obtain ⟨hc, -⟩ := hG
  obtain ⟨p, hp, hl⟩ := hc.exists_path_of_dist w r
  refine ⟨p, (SimpleGraph.Walk.cons_isPath_iff h p).2 ⟨hp, fun hv => ?_⟩, hl⟩
  -- a shortest path from w through v would make v strictly closer than w
  have h1 := congrArg SimpleGraph.Walk.length (p.take_spec hv)
  rw [SimpleGraph.Walk.length_append] at h1
  have h2 := SimpleGraph.dist_le (p.dropUntil v hv)
  have h3 : (p.takeUntil v hv).length ≠ 0 := fun h0 =>
    h.ne (SimpleGraph.Walk.eq_of_length_eq_zero h0).symm
  omega

/-- In a tree, bonded sites never have equal distance from `r`: the farther one is exactly
one bond farther. -/
theorem depth_step {V : Type*} {G : SimpleGraph V} (hG : G.IsTree) (r : V)
    {v w : V} (h : G.Adj v w) (hle : G.dist w r ≤ G.dist v r) :
    G.dist v r = G.dist w r + 1 := by
  obtain ⟨p, hp, hl⟩ := path_through_closer hG r h hle
  obtain ⟨hc, ha⟩ := hG
  obtain ⟨q, hq, hql⟩ := hc.exists_path_of_dist v r
  have := congrArg (fun t : G.Path v r => t.1.length)
    ((ha.subsingleton_path v r).elim ⟨_, hp⟩ ⟨q, hq⟩)
  simp only [SimpleGraph.Walk.length_cons] at this
  omega

/-- In a tree, a site has at most one neighbour that is no farther from `r` than itself. -/
theorem parent_unique {V : Type*} {G : SimpleGraph V} (hG : G.IsTree) (r : V)
    {v w u : V} (hw : G.Adj v w) (hu : G.Adj v u)
    (hwle : G.dist w r ≤ G.dist v r) (hule : G.dist u r ≤ G.dist v r) : w = u := by
  obtain ⟨p, hp, -⟩ := path_through_closer hG r hw hwle
  obtain ⟨q, hq, -⟩ := path_through_closer hG r hu hule
  obtain ⟨-, ha⟩ := hG
  simpa using congrArg (fun t : G.Path v r => t.1.getVert 1)
    ((ha.subsingleton_path v r).elim ⟨_, hp⟩ ⟨_, hq⟩)

/-- Radial comparison amplitude `cos (k θ) / s ^ k` at depth `k`, for `s ≠ 0`. -/
noncomputable def profile (s θ : ℝ) (k : ℕ) : ℝ := Real.cos (k * θ) / s ^ k

/-- The radial amplitude solves the hopping equation with one inward neighbour and `s ^ 2`
outward neighbours at energy `2 s cos θ`, for `s > 0`. -/
theorem profile_recurrence {s : ℝ} (hs : 0 < s) (θ : ℝ) (j : ℕ) :
    profile s θ j + s ^ 2 * profile s θ (j + 2)
      = 2 * s * Real.cos θ * profile s θ (j + 1) := by
  have e1 : ∀ C : ℝ, s ^ 2 * (C / s ^ (j + 2)) = C / s ^ j := by
    intro C
    rw [pow_add]
    field_simp
  have e2 : ∀ C : ℝ, s * (C / s ^ (j + 1)) = C / s ^ j := by
    intro C
    rw [pow_succ]
    field_simp
  have h : Real.cos (j * θ) + Real.cos ((j + 2 : ℕ) * θ)
      = 2 * Real.cos θ * Real.cos ((j + 1 : ℕ) * θ) := by
    rw [show (j : ℝ) * θ = (j + 1 : ℕ) * θ - θ by push_cast; ring,
      show ((j + 2 : ℕ) : ℝ) * θ = (j + 1 : ℕ) * θ + θ by push_cast; ring,
      Real.cos_sub, Real.cos_add]
    ring
  unfold profile
  linear_combination e1 (Real.cos ((j + 2 : ℕ) * θ))
    - 2 * Real.cos θ * e2 (Real.cos ((j + 1 : ℕ) * θ)) + h / s ^ j

variable {V : Type*} [Fintype V] {G : SimpleGraph V} [DecidableRel G.Adj]

/-- At a tree site `v` of degree at most `s ^ 2 + 1`, with `s ≥ 1` and a non-negative cosine
one layer further out, the radial amplitudes of the neighbours sum to at most
`2 s cos θ` times the amplitude at `v`. -/
theorem profile_comparison (hG : G.IsTree) (r v : V) {s θ : ℝ} (hs : 1 ≤ s)
    (hdeg : (G.degree v : ℝ) ≤ s ^ 2 + 1)
    (hcos : 0 ≤ Real.cos ((G.dist v r + 1 : ℕ) * θ)) :
    ∑ w ∈ G.neighborFinset v, profile s θ (G.dist w r)
      ≤ 2 * s * Real.cos θ * profile s θ (G.dist v r) := by
  classical
  have hs0 : 0 < s := by linarith
  by_cases hv : v = r
  · -- at the root all neighbours lie in the first layer
    have h0 : G.dist v r = 0 := by simp [hv]
    have hN : ∀ w ∈ G.neighborFinset v,
        profile s θ (G.dist w r) = profile s θ 1 := by
      intro w hw
      have a : G.Adj v w := by simpa using hw
      rw [depth_step hG r a.symm (by omega), h0]
    have hc : 0 ≤ Real.cos θ := by simpa [h0] using hcos
    have p1 : profile s θ 1 = Real.cos θ / s := by simp [profile]
    have p0 : profile s θ 0 = 1 := by simp [profile]
    rw [Finset.sum_congr rfl hN, Finset.sum_const,
      SimpleGraph.card_neighborFinset_eq_degree, nsmul_eq_mul, h0, p1, p0]
    have e : Real.cos θ / s * s = Real.cos θ := div_mul_cancel₀ _ hs0.ne'
    calc _ ≤ (s ^ 2 + s ^ 2) * (Real.cos θ / s) :=
          mul_le_mul_of_nonneg_right (by nlinarith) (div_nonneg hc hs0.le)
      _ = _ := by linear_combination (2 * s) * e
  · -- elsewhere one neighbour lies inward and all others outward
    obtain ⟨u, hu, hk⟩ : ∃ u, G.Adj v u ∧ G.dist v r = G.dist u r + 1 := by
      obtain ⟨p, -, hl⟩ := hG.1.exists_path_of_dist v r
      cases p with
      | nil => exact absurd rfl hv
      | cons h p =>
        have h1 := SimpleGraph.dist_le p
        rw [SimpleGraph.Walk.length_cons] at hl
        exact ⟨_, h, depth_step hG r h (by omega)⟩
    have hu' : u ∈ G.neighborFinset v := by simpa using hu
    have hN : ∀ w ∈ (G.neighborFinset v).erase u,
        profile s θ (G.dist w r) = profile s θ (G.dist u r + 2) := by
      intro w hw
      obtain ⟨hne, hw⟩ := Finset.mem_erase.1 hw
      have a : G.Adj v w := by simpa using hw
      have hlt : ¬ G.dist w r ≤ G.dist v r := fun hle =>
        hne (parent_unique hG r a hu hle (by omega))
      rw [depth_step hG r a.symm (by omega), hk]
    have hcard := Finset.card_erase_add_one hu'
    rw [SimpleGraph.card_neighborFinset_eq_degree] at hcard
    have hcard' : (((G.neighborFinset v).erase u).card : ℝ) + 1 = G.degree v := by
      exact_mod_cast hcard
    have hpos : 0 ≤ profile s θ (G.dist u r + 2) := by
      rw [hk] at hcos
      exact div_nonneg hcos (pow_pos hs0 _).le
    rw [← Finset.add_sum_erase _ _ hu', Finset.sum_congr rfl hN, Finset.sum_const,
      nsmul_eq_mul, hk, ← profile_recurrence hs0]
    have := mul_le_mul_of_nonneg_right
      (show (((G.neighborFinset v).erase u).card : ℝ) ≤ s ^ 2 by linarith) hpos
    linarith

/-- On a finite tree with all degrees at most `d`, `d ≥ 2`, and all sites within `R` bonds of a site
`r`, every non-zero real trial vector has Rayleigh quotient at most
`2 √(d - 1) cos (π / (2 (R + 1)))` in absolute value. -/
theorem tree_rayleigh_bound (hG : G.IsTree) {d R : ℕ} (hd : 2 ≤ d)
    (hdeg : ∀ v, G.degree v ≤ d) (r : V) (hR : ∀ v, G.dist v r ≤ R) (x : V → ℝ) :
    |x ⬝ᵥ G.adjMatrix ℝ *ᵥ x|
      ≤ 2 * √((d : ℝ) - 1) * Real.cos (Real.pi / (2 * ((R : ℝ) + 1))) * (x ⬝ᵥ x) := by
  have hd' : (2 : ℝ) ≤ d := by exact_mod_cast hd
  have hs : 1 ≤ √((d : ℝ) - 1) :=
    calc (1 : ℝ) = √1 := Real.sqrt_one.symm
      _ ≤ _ := Real.sqrt_le_sqrt (by linarith)
  have hsq : √((d : ℝ) - 1) ^ 2 = d - 1 := Real.sq_sqrt (by linarith)
  set θ := Real.pi / (2 * ((R : ℝ) + 1)) with hθ
  have hθ0 : 0 < θ := by have := Real.pi_pos; positivity
  have hθR : ((R : ℝ) + 1) * θ = Real.pi / 2 := by
    rw [hθ]
    field_simp
  -- the cosine stays positive on the cluster and vanishes at the earliest just outside it
  have hout : ∀ v, ((G.dist v r : ℝ) + 1) * θ ≤ Real.pi / 2 := by
    intro v
    have h1 : (G.dist v r : ℝ) ≤ R := by exact_mod_cast hR v
    rw [← hθR]
    exact mul_le_mul_of_nonneg_right (by linarith) hθ0.le
  have hin : ∀ v, 0 ≤ (G.dist v r : ℝ) * θ := fun v => by positivity
  refine rayleigh_le_of_comparison (φ := fun w => profile (√((d : ℝ) - 1)) θ (G.dist w r))
    (fun v w => ?_) (fun v w => ?_) (fun v => ?_) (fun v => ?_) x
  · simp only [SimpleGraph.adjMatrix_apply, G.adj_comm]
  · rw [SimpleGraph.adjMatrix_apply]
    split_ifs <;> norm_num
  · refine div_pos (Real.cos_pos_of_mem_Ioo ⟨?_, ?_⟩) (pow_pos (by linarith) _)
    · linarith [hin v, Real.pi_pos]
    · linarith [hout v]
  · rw [SimpleGraph.adjMatrix_mulVec_apply]
    refine profile_comparison hG r v hs ?_ ?_
    · have : (G.degree v : ℝ) ≤ d := by exact_mod_cast hdeg v
      linarith
    · push_cast
      exact Real.cos_nonneg_of_mem_Icc ⟨by linarith [hin v, Real.pi_pos], hout v⟩

/-- Every adjacency eigenvalue of a finite tree with all degrees at most `d`, `d ≥ 2`, is
strictly smaller than `2 √(d - 1)` in absolute value. -/
theorem tree_band_edge (hG : G.IsTree) {d : ℕ} (hd : 2 ≤ d)
    (hdeg : ∀ v, G.degree v ≤ d) {E : ℝ} {x : V → ℝ} (hx : x ≠ 0)
    (hE : G.adjMatrix ℝ *ᵥ x = E • x) : |E| < 2 * √((d : ℝ) - 1) := by
  obtain ⟨r, hr⟩ := Function.ne_iff.1 hx
  let R : ℕ := Finset.univ.sup fun v => G.dist v r
  have hb := tree_rayleigh_bound hG hd hdeg r (R := R)
    (fun v => Finset.le_sup (f := fun v => G.dist v r) (Finset.mem_univ v)) x
  have hxx : 0 < x ⬝ᵥ x :=
    Finset.sum_pos' (fun v _ => mul_self_nonneg (x v))
      ⟨r, Finset.mem_univ r, mul_self_pos.2 hr⟩
  rw [hE, dotProduct_smul, smul_eq_mul, abs_mul, abs_of_pos hxx] at hb
  have hle := le_of_mul_le_mul_right hb hxx
  -- a finite radius keeps the cosine strictly below one
  have hcos : Real.cos (Real.pi / (2 * ((R : ℝ) + 1))) < 1 := by
    have hpi := Real.pi_pos
    have hR0 : (0 : ℝ) ≤ R := Nat.cast_nonneg R
    have hpos : 0 < Real.pi / (2 * ((R : ℝ) + 1)) := div_pos hpi (by linarith)
    have hhalf : Real.pi / (2 * ((R : ℝ) + 1)) ≤ Real.pi / 2 :=
      div_le_div_of_nonneg_left hpi.le (by norm_num) (by linarith)
    have h := Real.cos_lt_cos_of_nonneg_of_le_pi_div_two (le_refl (0 : ℝ)) hhalf hpos
    rwa [Real.cos_zero] at h
  have hd' : (2 : ℝ) ≤ d := by exact_mod_cast hd
  have hs : 0 < √((d : ℝ) - 1) := Real.sqrt_pos.2 (by linarith)
  nlinarith

/-- The open three-site chain has the eigenvector `(1, √2, 1)`, whose eigenvalue equals
`2 √(d - 1) cos (π / (2 (R + 1)))` at `d = 2` and `R = 1`. -/
theorem three_site_chain_saturates [DecidableRel (SimpleGraph.pathGraph 3).Adj] :
    (SimpleGraph.pathGraph 3).adjMatrix ℝ *ᵥ ![1, √2, 1]
      = (2 * √((2 : ℝ) - 1) * Real.cos (Real.pi / (2 * ((1 : ℝ) + 1)))) • ![1, √2, 1] := by
  have e : 2 * √((2 : ℝ) - 1) * Real.cos (Real.pi / (2 * ((1 : ℝ) + 1))) = √2 := by
    rw [show (2 : ℝ) - 1 = 1 by norm_num, show (2 : ℝ) * (1 + 1) = 4 by norm_num,
      Real.sqrt_one, Real.cos_pi_div_four]
    ring
  rw [e]
  ext i
  fin_cases i <;>
    norm_num [Matrix.mulVec, dotProduct, Fin.sum_univ_succ, SimpleGraph.adjMatrix_apply,
      SimpleGraph.pathGraph_adj]

end TreeBandEdge
```

```lean
#print axioms TreeBandEdge.tree_rayleigh_bound
#print axioms TreeBandEdge.tree_band_edge
#print axioms TreeBandEdge.three_site_chain_saturates
```

```
'TreeBandEdge.tree_rayleigh_bound' depends on axioms: [propext, Classical.choice, Quot.sound]
'TreeBandEdge.tree_band_edge' depends on axioms: [propext, Classical.choice, Quot.sound]
'TreeBandEdge.three_site_chain_saturates' depends on axioms: [propext, Classical.choice, Quot.sound]
```

## From bond inequality to band edge in Lean

In `rayleigh_le_of_comparison`, `T v w` is the share of a bond assigned to site `v`. The step `bond` combines the completed square with the symmetry of $A$, `swap` exchanges the order of summation, and `total` applies the hypothesis on $\varphi$.

The lemma `path_through_closer` builds the self-avoiding path; `omega` refutes a return through `v` by comparing lengths. Uniqueness of paths then gives `depth_step` by comparing lengths and `parent_unique` by comparing second vertices.

The recurrence is `profile_recurrence`, where `linear_combination` joins the cosine identity to the powers of $s$. In `profile_comparison` the root is treated separately; elsewhere `Finset.add_sum_erase` splits off the inward neighbour from the sum.

The four goals left by `refine` in `tree_rayleigh_bound` are symmetry, non-negative entries, positivity of $\varphi$ and the comparison inequality. For `tree_band_edge`, `r` is a site where $x$ is non-zero and `R` is the largest depth. Cancelling $x\cdot x>0$ leaves the bound on $|E|$, and `nlinarith` combines it with $\cos\theta<1$.

Finally, `three_site_chain_saturates` checks the eigenvector equation for the unnormalised vector $(1,\sqrt2,1)$ site by site.
